# A normalised four-spinor field on a finite grid can have density n and Dirac current j, in units of the speed of light, exactly when n sums to one and ‖j‖ ≤ n at every point

## Spinors, densities and currents at a grid point

At each point of a finite grid $G$ a four-spinor $\psi=(\varphi,\chi)$ has a large part $\varphi=(a,b)$ and a small part $\chi=(c,d)$, all entries complex.

```lean
import Mathlib

open Matrix
open scoped ComplexConjugate

namespace DiracDensityCurrent

noncomputable section
```

The index type `Fin 2 ⊕ Fin 2` keeps the two parts apart: `Sum.inl` labels $\varphi$ and `Sum.inr` labels $\chi$.

```lean
/-- A four-spinor at one grid point: two large components (`inl`) and two small ones (`inr`). -/
abbrev Spinor := Fin 2 ⊕ Fin 2 → ℂ
```

The Pauli matrices $\sigma_0,\sigma_1,\sigma_2$ belong to the directions $x,y,z$.

```lean
/-- The three Pauli matrices. -/
def pauli : Fin 3 → Matrix (Fin 2) (Fin 2) ℂ
  | 0 => !![0, 1; 1, 0]
  | 1 => !![0, -Complex.I; Complex.I, 0]
  | 2 => !![1, 0; 0, -1]
```

In the standard representation $\alpha_k$ has $\sigma_k$ in both off-diagonal blocks.

```lean
/-- The Dirac matrices `α_k`, which couple large and small components through `σ_k`. -/
def alpha (k : Fin 3) : Matrix (Fin 2 ⊕ Fin 2) (Fin 2 ⊕ Fin 2) ℂ :=
  fromBlocks 0 (pauli k) (pauli k) 0
```

The density is $n=\psi^\dagger\psi$.

```lean
/-- The density `ψ†ψ` of a four-spinor. -/
def density (ψ : Spinor) : ℝ := ∑ i, Complex.normSq (ψ i)
```

Its large part is $L=|a|^2+|b|^2$.

```lean
/-- The part of the density carried by the large components. -/
def largeDensity (ψ : Spinor) : ℝ := ∑ s, Complex.normSq (ψ (Sum.inl s))
```

Its small part is $S=|c|^2+|d|^2$.

```lean
/-- The part of the density carried by the small components. -/
def smallDensity (ψ : Spinor) : ℝ := ∑ s, Complex.normSq (ψ (Sum.inr s))
```

The current $\psi^\dagger\alpha_k\psi$ is the particle current divided by the speed of light, so $\|j\|\le n$ says that the local velocity, which is $j/n$ in units of the speed of light, has length at most one wherever $n>0$. It is defined as a complex number.

```lean
/-- The Dirac current `ψ† α_k ψ`, in units of the speed of light. -/
def current (ψ : Spinor) (k : Fin 3) : ℂ := star ψ ⬝ᵥ (alpha k *ᵥ ψ)
```

`Realises ψ n j` says that the field is normalised and has the prescribed density and current everywhere. Currents lie in `EuclideanSpace ℝ (Fin 3)`, whose norm is the usual length. The normalisation is a plain sum, so any quadrature weights are absorbed into $n$ and $j$.

```lean
/-- The field `ψ` on the grid `G` is normalised and has density `n` and Dirac current `j`
at every point. -/
structure Realises {G : Type*} [Fintype G] (ψ : G → Spinor) (n : G → ℝ)
    (j : G → EuclideanSpace ℝ (Fin 3)) : Prop where
  normalised : ∑ x, density (ψ x) = 1
  density_eq : ∀ x, density (ψ x) = n x
  current_eq : ∀ x k, current (ψ x) k = ((j x k : ℝ) : ℂ)
```

## The current is bounded by the density

Splitting the sum over components gives $n=L+S$.

```lean
/-- The density is the sum of its large-component and small-component parts. -/
theorem density_eq_large_add_small (ψ : Spinor) :
    density ψ = largeDensity ψ + smallDensity ψ :=
  Fintype.sum_sum_type _
```

Since $\alpha_k$ is off-diagonal and $\sigma_k$ is Hermitian, $\psi^\dagger\alpha_k\psi=\varphi^\dagger\sigma_k\chi+\chi^\dagger\sigma_k\varphi=2\,\mathrm{Re}\,\varphi^\dagger\sigma_k\chi$. The components are therefore real:

$$v_0=2\,\mathrm{Re}(\bar a d+\bar b c),\quad v_1=2\,\mathrm{Im}(\bar a d-\bar b c),\quad v_2=2\,\mathrm{Re}(\bar a c-\bar b d).$$

Lean compares real and imaginary parts after expanding the matrix products.

```lean
/-- The three components of the Dirac current are real, and each is twice a signed sum of products
of a real or imaginary part of a large component with one of a small component. -/
theorem current_components (ψ : Spinor) :
    let a := ψ (Sum.inl 0)
    let b := ψ (Sum.inl 1)
    let c := ψ (Sum.inr 0)
    let d := ψ (Sum.inr 1)
    current ψ 0 = ((2 * (a.re * d.re + a.im * d.im + b.re * c.re + b.im * c.im) : ℝ) : ℂ) ∧
    current ψ 1 = ((2 * (a.re * d.im - a.im * d.re - b.re * c.im + b.im * c.re) : ℝ) : ℂ) ∧
    current ψ 2 = ((2 * (a.re * c.re + a.im * c.im - b.re * d.re - b.im * d.im) : ℝ) : ℂ) := by
  refine ⟨?_, ?_, ?_⟩ <;> apply Complex.ext <;>
    simp [current, alpha, pauli, dotProduct, mulVec, Fintype.sum_sum_type,
      Fin.sum_univ_two] <;> ring
```

Expanding the squares in pairs gives

$$v_0^2+v_1^2=4\left(|a|^2|d|^2+|b|^2|c|^2+2\,\mathrm{Re}(\bar a\bar b cd)\right),$$
$$v_2^2+4(\mathrm{Im}\,\varphi^\dagger\chi)^2=4\left(|a|^2|c|^2+|b|^2|d|^2-2\,\mathrm{Re}(\bar a\bar b cd)\right).$$

The cross terms cancel in the sum, leaving $\|v\|^2+4(\mathrm{Im}\,\varphi^\dagger\chi)^2=4LS$. In Lean, `Complex.ofReal_injective` turns the complex current equations into real ones, and `ring` verifies the identity.

```lean
/-- For a spinor with large part `φ`, small part `χ` and current `v`, the squared length of `v`
plus `4 (Im φ†χ)²` equals four times the product of the large and small densities. -/
theorem norm_sq_current_add (ψ : Spinor) (v : EuclideanSpace ℝ (Fin 3))
    (hv : ∀ k, current ψ k = ((v k : ℝ) : ℂ)) :
    ‖v‖ ^ 2 + 4 * (∑ s, conj (ψ (Sum.inl s)) * ψ (Sum.inr s)).im ^ 2
      = 4 * largeDensity ψ * smallDensity ψ := by
  obtain ⟨h0, h1, h2⟩ := current_components ψ
  have e0 := Complex.ofReal_injective ((hv 0).symm.trans h0)
  have e1 := Complex.ofReal_injective ((hv 1).symm.trans h1)
  have e2 := Complex.ofReal_injective ((hv 2).symm.trans h2)
  rw [EuclideanSpace.norm_sq_eq, Fin.sum_univ_three]
  simp only [Real.norm_eq_abs, sq_abs, e0, e1, e2, largeDensity, smallDensity,
    Fin.sum_univ_two, Complex.normSq_apply, Complex.add_im, Complex.mul_im,
    Complex.conj_re, Complex.conj_im]
  ring
```

Hence $\|v\|^2\le 4LS$, and

$$(L-S)^2=n^2-4LS\le n^2-\|v\|^2.$$

The left side is nonnegative, so $\|v\|\le n$. Taking the root gives $L-S\le\sqrt{n^2-\|v\|^2}$, and with $S=(n-(L-S))/2$ this yields $S\ge(n-\sqrt{n^2-\|v\|^2})/2$. The inequality for $(L-S)^2$ is `key` in the code.

```lean
/-- A spinor with current `v` has small-component density at least
`(n - √(n² - ‖v‖²)) / 2`, where `n` is its density; moreover `‖v‖ ≤ n`. -/
theorem current_bounds (ψ : Spinor) (v : EuclideanSpace ℝ (Fin 3))
    (hv : ∀ k, current ψ k = ((v k : ℝ) : ℂ)) :
    ‖v‖ ≤ density ψ ∧
      (density ψ - √(density ψ ^ 2 - ‖v‖ ^ 2)) / 2 ≤ smallDensity ψ := by
  have h := norm_sq_current_add ψ v hv
  have hL : 0 ≤ largeDensity ψ := Finset.sum_nonneg fun s _ => Complex.normSq_nonneg _
  have hS : 0 ≤ smallDensity ψ := Finset.sum_nonneg fun s _ => Complex.normSq_nonneg _
  have hI := sq_nonneg (∑ s, conj (ψ (Sum.inl s)) * ψ (Sum.inr s)).im
  rw [density_eq_large_add_small]
  -- the identity gives `(L - S)² ≤ (L + S)² - ‖v‖²`
  have key : (largeDensity ψ - smallDensity ψ) ^ 2
      ≤ (largeDensity ψ + smallDensity ψ) ^ 2 - ‖v‖ ^ 2 := by nlinarith
  constructor
  · apply le_of_sq_le_sq _ (add_nonneg hL hS)
    linarith [sq_nonneg (largeDensity ψ - smallDensity ψ)]
  · have := (le_abs_self _).trans (Real.abs_le_sqrt key)
    linarith
```

For a Kohn–Sham determinant whose occupied four-spinor orbitals have large parts $\varphi_i$ and small parts $\chi_i$, the density at a point is the sum over $i$ of $|\varphi_i|^2+|\chi_i|^2$, and the $k$-th component of the Dirac current is the sum of $2\,\mathrm{Re}\,\varphi_i^\dagger\sigma_k\chi_i$. The triangle inequality carries the bound $\|j\|\le n$ from the single orbitals to these sums. For one orbital with $n=1$ and $\|j\|=0.6$ at a point, in common units, the small component must carry at least $(1-0.8)/2=0.1$ of the density.

## A spinor that attains the bound

Let $\|v\|\le n$. If $n=0$, then $v=0$ and the zero spinor suffices. Otherwise put $s=\sqrt{n^2-\|v\|^2}$, choose $a>0$ with $a^2=(n+s)/2$, and set $p_k=v_k/(2a)$ and

$$\varphi=(a,0),\qquad \chi=(p_2,\;p_0+ip_1).$$

The component formulas return $2ap_k=v_k$. The small density is

$$S=\frac{\|v\|^2}{4a^2}=\frac{n^2-s^2}{2(n+s)}=\frac{n-s}{2},$$

and $L+S=n$.

```lean
/-- Every vector `v` with `‖v‖ ≤ n` is the current of a spinor of density `n` whose
small-component density is `(n - √(n² - ‖v‖²)) / 2`. -/
theorem exists_spinor (n : ℝ) (v : EuclideanSpace ℝ (Fin 3)) (h : ‖v‖ ≤ n) :
    ∃ ψ : Spinor, density ψ = n ∧ (∀ k, current ψ k = ((v k : ℝ) : ℂ)) ∧
      smallDensity ψ = (n - √(n ^ 2 - ‖v‖ ^ 2)) / 2 := by
  have hn : 0 ≤ n := (norm_nonneg v).trans h
  rcases hn.eq_or_lt with h0 | hpos
  · -- an empty point carries no current
    subst h0
    have hv : v = 0 := norm_le_zero_iff.1 h
    subst hv
    exact ⟨0, by simp [density], by simp [current], by simp [smallDensity]⟩
  · have hs : √(n ^ 2 - ‖v‖ ^ 2) ^ 2 = n ^ 2 - ‖v‖ ^ 2 :=
      Real.sq_sqrt (by nlinarith [norm_nonneg v])
    have hs0 := Real.sqrt_nonneg (n ^ 2 - ‖v‖ ^ 2)
    set s := √(n ^ 2 - ‖v‖ ^ 2)
    have hA : 0 < (n + s) / 2 := by linarith
    obtain ⟨a, ha, ha2⟩ : ∃ a : ℝ, 0 < a ∧ a ^ 2 = (n + s) / 2 :=
      ⟨√((n + s) / 2), Real.sqrt_pos.2 hA, Real.sq_sqrt hA.le⟩
    obtain ⟨p, hp⟩ : ∃ p : Fin 3 → ℝ, ∀ k, 2 * (a * p k) = v k :=
      ⟨fun k => v k / (2 * a), fun k => by field_simp⟩
    have hv : ‖v‖ ^ 2 = 4 * a ^ 2 * (p 0 ^ 2 + p 1 ^ 2 + p 2 ^ 2) := by
      rw [EuclideanSpace.norm_sq_eq, Fin.sum_univ_three]
      simp only [Real.norm_eq_abs, sq_abs, ← hp]
      ring
    -- the small part has exactly the missing density
    have hsmall : p 0 ^ 2 + p 1 ^ 2 + p 2 ^ 2 = (n - s) / 2 := by
      apply mul_left_cancel₀ hA.ne'
      rw [ha2] at hv
      linarith
    let ψ : Spinor := Sum.elim ![(a : ℂ), 0] ![⟨p 2, 0⟩, ⟨p 0, p 1⟩]
    have hS : smallDensity ψ = (n - s) / 2 := by
      rw [← hsmall]
      simp only [smallDensity, ψ, Fin.sum_univ_two, Sum.elim_inr, Matrix.cons_val_zero,
        Matrix.cons_val_one, Complex.normSq_apply]
      ring
    have hL : largeDensity ψ = (n + s) / 2 := by
      rw [← ha2]
      simp [largeDensity, ψ, Fin.sum_univ_two, Complex.normSq_apply, sq]
    refine ⟨ψ, by rw [density_eq_large_add_small, hL, hS]; ring, ?_, hS⟩
    obtain ⟨h0, h1, h2⟩ := current_components ψ
    intro k
    match k with
    | 0 => exact h0.trans (congrArg _ (by rw [← hp 0]; simp [ψ]))
    | 1 => exact h1.trans (congrArg _ (by rw [← hp 1]; simp [ψ]))
    | 2 => exact h2.trans (congrArg _ (by rw [← hp 2]; simp [ψ]))
```

## From single points to the whole grid

Using this spinor at every point gives a field that attains the lower bound on $S$ everywhere at once. The Lean device for this is `choose`: from "for every `x` there is a spinor with these properties" it produces one function `ψ : G → Spinor`, with the properties as `h1`, `h2` and `h3`. It suffices because each requirement concerns a single point; normalisation then follows from $\sum_x n(x)=1$.

```lean
variable {G : Type*} [Fintype G]

/-- If `n` sums to one and `‖j‖ ≤ n` pointwise, some normalised field with density `n` and
current `j` has, at every point, the least small-component density among all such fields. -/
theorem exists_minimal_field (n : G → ℝ) (j : G → EuclideanSpace ℝ (Fin 3))
    (hsum : ∑ x, n x = 1) (hj : ∀ x, ‖j x‖ ≤ n x) :
    ∃ ψ : G → Spinor, Realises ψ n j ∧
      ∀ ψ' : G → Spinor, Realises ψ' n j →
        ∀ x, smallDensity (ψ x) ≤ smallDensity (ψ' x) := by
  choose ψ h1 h2 h3 using fun x => exists_spinor (n x) (j x) (hj x)
  refine ⟨ψ, ⟨by simp only [h1, hsum], h1, h2⟩, fun ψ' h' x => ?_⟩
  have hb := (current_bounds (ψ' x) (j x) (h'.current_eq x)).2
  rw [h'.density_eq x] at hb
  rw [h3 x]
  exact hb
```

The bound gives one direction of the characterisation and the construction the other. Nonnegativity of $n$ follows from $\|j\|\le n$. For relativistic current-density functional theory, this identifies the admissible pairs $(n,j)$ for a single-particle field on a finite grid, with no Dirac equation, continuity equation or smoothness imposed.

```lean
/-- A density `n` and a current `j` on a finite grid come from a normalised four-spinor field
if and only if `n` sums to one and `‖j‖ ≤ n` at every point. -/
theorem realisable_iff (n : G → ℝ) (j : G → EuclideanSpace ℝ (Fin 3)) :
    (∃ ψ : G → Spinor, Realises ψ n j) ↔ ∑ x, n x = 1 ∧ ∀ x, ‖j x‖ ≤ n x := by
  constructor
  · rintro ⟨ψ, h⟩
    refine ⟨?_, fun x => ?_⟩
    · simpa only [h.density_eq] using h.normalised
    · rw [← h.density_eq x]
      exact (current_bounds (ψ x) (j x) (h.current_eq x)).1
  · rintro ⟨hsum, hj⟩
    obtain ⟨ψ, h, _⟩ := exists_minimal_field n j hsum hj
    exact ⟨ψ, h⟩
```

If $\chi=0$ everywhere, the identity reduces to $\|j\|^2=0$. Conversely, if $j=0$ and $n\ge0$, the minimal small density is $(n-\sqrt{n^2})/2=0$, so both small components of the minimal field vanish. Other fields with $j=0$ can have a nonzero small part, for example $\chi=i\varphi$. That $j$ vanishes for $\chi=0$ does not contradict the non-relativistic limit: without a vector potential, the familiar non-relativistic current arises from a small component that is approximately $\sigma\cdot\hat p\,\varphi/(2mc_0)$, not zero, where $\hat p$ is the momentum operator, $m$ the particle's mass and $c_0$ the speed of light.

```lean
/-- Normalised fields with zero small component realise exactly the pairs in which `n` is
nonnegative and sums to one and the current `j` vanishes everywhere. -/
theorem realisable_without_small_iff (n : G → ℝ) (j : G → EuclideanSpace ℝ (Fin 3)) :
    (∃ ψ : G → Spinor, Realises ψ n j ∧ ∀ x s, ψ x (Sum.inr s) = 0) ↔
      ∑ x, n x = 1 ∧ (∀ x, 0 ≤ n x) ∧ ∀ x, j x = 0 := by
  constructor
  · rintro ⟨ψ, h, hz⟩
    obtain ⟨hsum, hj⟩ := (realisable_iff n j).1 ⟨ψ, h⟩
    refine ⟨hsum, fun x => (norm_nonneg _).trans (hj x), fun x => ?_⟩
    have hid := norm_sq_current_add (ψ x) (j x) (h.current_eq x)
    simpa [smallDensity, hz] using hid
  · rintro ⟨hsum, hn, hj⟩
    choose ψ h1 h2 h3 using fun x => exists_spinor (n x) (j x) (by simpa [hj x] using hn x)
    refine ⟨ψ, ⟨by simp only [h1, hsum], h1, h2⟩, fun x s => ?_⟩
    -- without current the minimal small component is zero
    have hS : smallDensity (ψ x) = 0 := by
      rw [h3 x, hj x, norm_zero, zero_pow two_ne_zero, sub_zero, Real.sqrt_sq (hn x),
        sub_self, zero_div]
    exact Complex.normSq_eq_zero.1 ((Finset.sum_eq_zero_iff_of_nonneg
      (fun s _ => Complex.normSq_nonneg _)).1 hS s (Finset.mem_univ s))

end

end DiracDensityCurrent
```

```lean
#print axioms DiracDensityCurrent.realisable_iff
#print axioms DiracDensityCurrent.realisable_without_small_iff
```

```
'DiracDensityCurrent.realisable_iff' depends on axioms: [propext, Classical.choice, Quot.sound]
'DiracDensityCurrent.realisable_without_small_iff' depends on axioms: [propext, Classical.choice, Quot.sound]
```
